# The trace criterion for bounded vibrations of a harmonic chain with periodic masses

To locate the phonon bands of a chain with a repeating pattern of masses, one can step through the frequencies, multiply one $2\times2$ matrix per atom of the repeat unit, and compare the trace of the product with $\pm2$. For two alternating masses $m_1,m_2$ joined by equal springs $K$, the trace at frequency $w$ is

$$t=\Big(2-\frac{m_1w^2}{K}\Big)\Big(2-\frac{m_2w^2}{K}\Big)-2 .$$

With $K=1$, $m_1=1$, $m_2=2$ and $x=w^2$ this is $t=2x^2-6x+2$. It lies strictly between $-2$ and $2$ for $0<x<1$ and for $2<x<3$, the acoustic and optical bands. For $1<x<2$ and for $x>3$ its modulus exceeds 2. In the bands every solution of the equation of motion at frequency $w$ stays bounded along the infinite chain; where the modulus exceeds 2, only the chain at rest does.

The same recurrence governs a non-interacting electron in a one-dimensional tight-binding chain with equal nearest-neighbour hopping $V$ and site energies $\varepsilon_n$, with $(E-\varepsilon_n)/V$ in place of $2-m_nw^2/K$.

In Lean 4 with Mathlib:

```lean
import Mathlib

open Matrix Finset

namespace PeriodicHarmonicChain

noncomputable section
```

## A real frequency and an infinite chain

Let atom $n$ have mass $m_n$ and displacement $u_n$, oscillating in time as $\cos(w\tau)$. Newton's equation is

$$-m_nw^2u_n=K(u_{n+1}-u_n)-K(u_n-u_{n-1}),\qquad n\in\mathbb Z .$$

```lean
/-- Newton's equation for displacements `u` oscillating at frequency `w` in a chain with
masses `m n` and nearest-neighbour springs `K`. -/
def IsMode (K w : ℝ) (m u : ℤ → ℝ) : Prop :=
  ∀ n, -(m n * w ^ 2 * u n) = K * (u (n + 1) - u n) - K * (u n - u (n - 1))
```

`IsMode` says that this holds at every integer site. The name is wider than textbook use: a "mode" here may grow without limit along the chain. The letter `w` stands for the usual $\omega$; being real, it describes steady oscillation, not exponential growth in time. Displacements are real, and the masses may be any real numbers, since their sign is never used.

```lean
/-- The displacements stay below a common bound along the whole infinite chain. -/
def IsBounded (u : ℤ → ℝ) : Prop := ∃ C, ∀ n, |u n| ≤ C
```

One bound $C$ must serve all sites, to the left and to the right. Taking the existence of non-zero bounded solutions as the mark of a phonon band in a long but finite crystal is a physical identification that the hypotheses leave open.

## A spring constant $K>0$ passes the motion from site to site

A positive $K$ means that stretched springs pull back. By hand it is used to divide Newton's equation by $K$:

$$u_{n+1}=\Big(2-\frac{m_nw^2}{K}\Big)u_n-u_{n-1}.$$

With the state $s_n=(u_n,u_{n-1})^{\mathsf T}$ this reads $s_{n+1}=S_ns_n$, where

$$S_n=\begin{pmatrix}2-m_nw^2/K&-1\\1&0\end{pmatrix}.$$

Repetition gives $s_{n+k}=S_{n+k-1}\cdots S_n\,s_n$.

```lean
/-- The transfer matrix of site `n`, for a spring constant `K ≠ 0`. -/
def siteMatrix (K w : ℝ) (m : ℤ → ℝ) (n : ℤ) : Matrix (Fin 2) (Fin 2) ℝ :=
  !![2 - m n * w ^ 2 / K, -1; 1, 0]

/-- The ordered product of the transfer matrices of `k` successive sites, starting at site `n`,
with later sites on the left; the spring constant is `K ≠ 0`. -/
def transfer (K w : ℝ) (m : ℤ → ℝ) (n : ℤ) : ℕ → Matrix (Fin 2) (Fin 2) ℝ
  | 0 => 1
  | k + 1 => siteMatrix K w m (n + k) * transfer K w m n k

/-- The displacements of site `n` and of its left neighbour. -/
def state (u : ℤ → ℝ) (n : ℤ) : Fin 2 → ℝ := ![u n, u (n - 1)]

variable {K w t : ℝ} {m u : ℤ → ℝ} {p : ℕ}

/-- The transfer matrix over a single site is the matrix of that site. -/
theorem transfer_one (K w : ℝ) (m : ℤ → ℝ) (n : ℤ) :
    transfer K w m n 1 = siteMatrix K w m n := by
  show siteMatrix K w m (n + ((0 : ℕ) : ℤ)) * (1 : Matrix (Fin 2) (Fin 2) ℝ) = _
  simp
```

`transfer K w m n k` is the product over $k$ sites starting at $n$, with later sites on the left. Its value for $k=0$ is the identity.

```lean
/-- For `K > 0`, Newton's equation carries the state across one site by the site matrix. -/
theorem state_step (hK : 0 < K) (h : IsMode K w m u) (n : ℤ) :
    state u (n + 1) = siteMatrix K w m n *ᵥ state u n := by
  have e : u (n + 1) = (2 - m n * w ^ 2 / K) * u n - u (n - 1) := by
    have hc : K * (m n * w ^ 2 / K) = m n * w ^ 2 := by field_simp
    apply mul_left_cancel₀ hK.ne'
    linear_combination u n * hc - h n
  ext i
  fin_cases i
  · simp [state, siteMatrix, Matrix.mulVec, dotProduct, Fin.sum_univ_two]
    linear_combination e
  · simp [state, siteMatrix, Matrix.mulVec, dotProduct, Fin.sum_univ_two]

/-- For `K > 0`, the ordered product carries the state of a mode across `k` sites. -/
theorem state_transfer (hK : 0 < K) (h : IsMode K w m u) (n : ℤ) (k : ℕ) :
    state u (n + k) = transfer K w m n k *ᵥ state u n := by
  induction k with
  | zero => simp [transfer]
  | succ k ih =>
    have e : n + ((k + 1 : ℕ) : ℤ) = n + k + 1 := by push_cast; ring
    rw [e, transfer, ← Matrix.mulVec_mulVec, ← ih, ← state_step hK h]
```

`state_step` cancels $K$ through `hK.ne'`, so only $K\neq0$ matters for the general result; the sign enters in the example of equal masses below. At $K=0$ the atoms decouple, and $u_n$ and $u_{n-1}$ no longer determine $u_{n+1}$. `state_transfer` is the induction over $k$.

## Masses that repeat after $p$ sites

The hypothesis `hm`, $m_{n+p}=m_n$, describes a crystal with $p$ atoms in its repeat unit. Write $T_n=S_{n+p-1}\cdots S_n$. By hand, periodicity enters twice.

First, $T_{n+1}S_n=S_{n+p}T_n=S_nT_n$. Since $\det S_n=1$, we get $T_{n+1}=S_nT_nS_n^{-1}$, so all $T_n$ share one trace $t$.

```lean
/-- For masses of period `p`, the trace of the transfer matrix over one period does not depend
on the site where the period starts. -/
theorem trace_transfer (hm : ∀ n, m (n + p) = m n) (n : ℤ) :
    (transfer K w m n p).trace = (transfer K w m 0 p).trace := by
  -- a product can be split off at its first site
  have split : ∀ (j : ℤ) (k : ℕ),
      transfer K w m (j + 1) k * siteMatrix K w m j = transfer K w m j (k + 1) := by
    intro j k
    induction k with
    | zero =>
      rw [show (0 + 1 : ℕ) = 1 from rfl, transfer_one]
      simp [transfer]
    | succ k ih =>
      have e : j + 1 + (k : ℤ) = j + ((k + 1 : ℕ) : ℤ) := by push_cast; ring
      rw [transfer, mul_assoc, ih, e]
      rfl
  -- moving the start by one site is a similarity transformation
  have hf : Function.Periodic (fun j : ℤ => (transfer K w m j p).trace) 1 := by
    intro j
    have hu : IsUnit (siteMatrix K w m j).det := by simp [siteMatrix, Matrix.det_fin_two]
    have hs : siteMatrix K w m (j + p) = siteMatrix K w m j := by simp only [siteMatrix, hm]
    have h := split j p
    rw [transfer, hs] at h
    calc (transfer K w m (j + 1) p).trace
        = (transfer K w m (j + 1) p * siteMatrix K w m j * (siteMatrix K w m j)⁻¹).trace := by
          rw [mul_assoc, Matrix.mul_nonsing_inv _ hu, mul_one]
      _ = (siteMatrix K w m j * transfer K w m j p * (siteMatrix K w m j)⁻¹).trace := by rw [h]
      _ = (transfer K w m j p).trace := by
          rw [Matrix.trace_mul_comm, ← mul_assoc, Matrix.nonsing_inv_mul _ hu, one_mul]
  have h := hf.int_mul n 0
  simpa using h
```

In `trace_transfer`, `split` peels off the first site, and the `calc` block is this similarity transformation. It covers one step to the right, and `Function.Periodic` does the rest. `Function.Periodic f c` means $f(x+c)=f(x)$ for all $x$, and its lemma `int_mul` extends this to every integer multiple of $c$, negative ones included. Here $f$ is the trace as a function of the starting site and $c=1$, so `hf.int_mul n 0` links site $0$ to any site $n$ without separate inductions to the left and right. The same device returns below with period $p$.

Second, $T_{n+p}=T_n$, so $s_{n+2p}=T_n^2s_n$. As $\det T_n=1$, the Cayley–Hamilton relation is $T_n^2-tT_n+1=0$. Applied to $s_n$, its first component gives

$$u_{n+2p}+u_n=t\,u_{n+p}.$$

```lean
/-- For `K > 0` and masses of period `p`, the displacements of a mode at three sites one period
apart are related by the trace of the transfer matrix alone. -/
theorem period_recurrence (hK : 0 < K) (hm : ∀ n, m (n + p) = m n) (h : IsMode K w m u)
    (n : ℤ) : u (n + p + p) + u n = (transfer K w m 0 p).trace * u (n + p) := by
  have hper : ∀ k : ℕ, transfer K w m (n + p) k = transfer K w m n k := by
    intro k
    induction k with
    | zero => rfl
    | succ k ih =>
      have e : n + (p : ℤ) + k = n + k + p := by ring
      have hs : siteMatrix K w m (n + p + k) = siteMatrix K w m (n + k) := by
        rw [e]; simp only [siteMatrix, hm]
      rw [transfer, transfer, ih, hs]
  have hd : ∀ k : ℕ, (transfer K w m n k).det = 1 := by
    intro k
    induction k with
    | zero => simp [transfer]
    | succ k ih =>
      rw [transfer, Matrix.det_mul, ih]
      simp [siteMatrix, Matrix.det_fin_two]
  have hdet := hd p
  rw [Matrix.det_fin_two] at hdet
  have h1 := state_transfer hK h n p
  have h2 := state_transfer hK h (n + p) p
  rw [hper] at h2
  have a0 := congrFun h1 0
  have a1 := congrFun h1 1
  have b0 := congrFun h2 0
  simp [state, Matrix.mulVec, dotProduct, Fin.sum_univ_two] at a0 a1 b0
  -- the Cayley-Hamilton relation, written in components
  rw [← trace_transfer hm n, Matrix.trace_fin_two]
  linear_combination b0 + transfer K w m n p 0 1 * a1 - transfer K w m n p 1 1 * a0
    - u n * hdet
```

In `period_recurrence`, `hper` is $T_{n+p}=T_n$ and `hd` is the unit determinant. The final `linear_combination` carries out Cayley–Hamilton in components by eliminating $u_{n-1}$.

Without periodicity, the trace over one stretch of chain says little about the rest. Take $p=1$ and a single atom with $0<m_0w^2<4K$, while all others share a mass with $mw^2>4K$. The trace at site 0 is below 2 in modulus, yet some solutions grow without bound. The trace criterion therefore does not apply to a disordered chain, unless the chain is replaced by a repeated finite sample.

## A trace below 2 in modulus keeps every solution bounded

The condition $|t|<2$ places the frequency inside a band. Define

$$Q_n=u_{n+p}^2-t\,u_{n+p}u_n+u_n^2 .$$

The recurrence makes it periodic:

$$Q_{n+p}-Q_n=(u_{n+2p}-u_n)(u_{n+2p}+u_n-t\,u_{n+p})=0 .$$

So $Q_n\le B$ with $B=\sum_{i=0}^{p-1}|Q_i|$. Completing the square,

$$Q_n=\Big(u_{n+p}-\frac t2u_n\Big)^2+\Big(1-\frac{t^2}4\Big)u_n^2 ,$$

and $|t|<2$ makes the last coefficient positive. Hence $|u_n|\le\sqrt{B/(1-t^2/4)}$.

```lean
/-- Displacements obeying the period recurrence with `|t| < 2` and `p > 0` are bounded. -/
theorem bounded_of_recurrence (hp : 0 < p) (ht : |t| < 2)
    (hr : ∀ n : ℤ, u (n + p + p) + u n = t * u (n + p)) : IsBounded u := by
  -- a quadratic form that is unchanged by a shift of one period
  let Q : ℤ → ℝ := fun n => u (n + p) ^ 2 - t * u (n + p) * u n + u n ^ 2
  have hQ : Function.Periodic Q (p : ℤ) := by
    intro n
    show u (n + p + p) ^ 2 - t * u (n + p + p) * u (n + p) + u (n + p) ^ 2
      = u (n + p) ^ 2 - t * u (n + p) * u n + u n ^ 2
    linear_combination (u (n + p + p) - u n) * hr n
  have hp' : (0 : ℤ) < p := by exact_mod_cast hp
  have hS : ∀ n, Q n ≤ ∑ i ∈ range p, |Q (i : ℤ)| := by
    intro n
    obtain ⟨i, hi⟩ := Int.eq_ofNat_of_zero_le (Int.emod_nonneg n hp'.ne')
    have hlt := Int.emod_lt_of_pos n hp'
    have e : n = (i : ℤ) + (n / p) * p := by
      rw [← hi, Int.emod_def]; ring
    have hq : Q n = Q i := by
      have h := hQ.int_mul (n / p) (i : ℤ)
      rw [Int.cast_id, ← e] at h
      exact h
    rw [hi] at hlt
    rw [hq]
    exact (le_abs_self _).trans (single_le_sum (f := fun i : ℕ => |Q (i : ℤ)|)
      (fun _ _ => abs_nonneg _) (mem_range.mpr (by exact_mod_cast hlt)))
  obtain ⟨h1, h2⟩ := abs_lt.mp ht
  have hpos : 0 < 1 - t ^ 2 / 4 := by nlinarith
  -- the form is positive definite, so it controls the displacement
  refine ⟨√((∑ i ∈ range p, |Q (i : ℤ)|) / (1 - t ^ 2 / 4)), fun n => Real.abs_le_sqrt ?_⟩
  rw [le_div_iff₀ hpos]
  have hq : u (n + p) ^ 2 - t * u (n + p) * u n + u n ^ 2 ≤ ∑ i ∈ range p, |Q (i : ℤ)| := hS n
  nlinarith [sq_nonneg (u (n + p) - t / 2 * u n)]
```

`hQ` is the periodicity of $Q$. `hS` writes $n$ as a remainder plus a multiple of $p$ and applies `int_mul` to reach the bound $B$. The last `nlinarith` completes the square.

The hypothesis `hp`, $p>0$, says that the repeat unit contains an atom, and it serves this division with remainder. The criterion loses nothing by it: for $p=0$ the product is the identity, with trace 2, and neither strict inequality holds.

## A trace above 2 in modulus leaves only rest

The condition $|t|>2$ describes a gap, or frequencies above the top band. Suppose $|u_n|\le C$ for all $n$. The recurrence, shifted by one period, gives

$$|t|\,|u_n|=|u_{n+p}+u_{n-p}|\le2C ,$$

so $C$ improves to $(2/|t|)C$. After $j$ rounds $|u_n|\le(2/|t|)^jC$, which tends to zero because $2/|t|<1$. Thus $u_n=0$ for every $n$.

```lean
/-- Bounded displacements obeying the period recurrence with `|t| > 2` vanish. -/
theorem zero_of_recurrence (ht : 2 < |t|)
    (hr : ∀ n : ℤ, u (n + p + p) + u n = t * u (n + p)) (hb : IsBounded u) : u = 0 := by
  obtain ⟨C, hC⟩ := hb
  have hpos : 0 < |t| := by linarith
  -- each use of the recurrence improves the bound by the factor 2/|t|
  have key : ∀ (j : ℕ) (n : ℤ), |u n| ≤ (2 / |t|) ^ j * C := by
    intro j
    induction j with
    | zero => intro n; simpa using hC n
    | succ j ih =>
      intro n
      have r := hr (n - p)
      rw [sub_add_cancel] at r
      have e : (2 / |t|) ^ (j + 1) * C = 2 * ((2 / |t|) ^ j * C) / |t| := by
        rw [pow_succ]; ring
      rw [e, le_div_iff₀ hpos]
      calc |u n| * |t| = |u (n + p) + u (n - p)| := by rw [r, abs_mul, mul_comm]
        _ ≤ |u (n + p)| + |u (n - p)| := abs_add_le _ _
        _ ≤ 2 * ((2 / |t|) ^ j * C) := by linarith [ih (n + p), ih (n - p)]
  have lim := (tendsto_pow_atTop_nhds_zero_of_lt_one (by positivity : 0 ≤ 2 / |t|)
    ((div_lt_one hpos).mpr ht)).mul_const C
  funext n
  have h := ge_of_tendsto' lim (fun j => key j n)
  rw [zero_mul] at h
  exact abs_nonpos_iff.mp h
```

`key` is the induction over $j$, and `ge_of_tendsto'` passes to the limit.

Boundedness in both directions matters. Non-zero solutions exist at every frequency, since $u_0$ and $u_{-1}$ can be chosen freely; in a gap they grow on at least one side. If the equation is imposed only on a half-infinite chain, a non-zero solution decaying away from the end is possible, as in a surface vibration.

## The criterion for a repeat unit and for equal masses

Together, the hypotheses give the full statement. For $K>0$, real $w$ and masses of period $p>0$, let $t$ be the trace of the product over sites $0,\dots,p-1$. If $|t|<2$, every solution is bounded; if $|t|>2$, every bounded solution is the zero function.

```lean
/-- In a chain with `K > 0` and masses of period `p > 0`, all modes are bounded if the trace of
the one-period transfer matrix is below 2 in modulus; if it is above 2, only zero is bounded. -/
theorem band_gap_criterion (hK : 0 < K) (hp : 0 < p) (hm : ∀ n, m (n + p) = m n) :
    (|(transfer K w m 0 p).trace| < 2 → ∀ u, IsMode K w m u → IsBounded u) ∧
    (2 < |(transfer K w m 0 p).trace| → ∀ u, IsMode K w m u → IsBounded u → u = 0) :=
  ⟨fun ht _ h => bounded_of_recurrence hp ht (period_recurrence hK hm h),
    fun ht _ h hb => zero_of_recurrence ht (period_recurrence hK hm h) hb⟩
```

For equal masses $M$ one may take $p=1$, and $t=2-Mw^2/K$. Then $|t|<2$ means $0<Mw^2<4K$, and $Mw^2>4K$ gives $t<-2$. The upper band edge is at $Mw^2=4K$. In the docstring below, "the zero mode" means $u=0$, not a vibration of zero frequency.

```lean
/-- In a chain of equal masses `M` with `K > 0`, all modes are bounded if `0 < M w² < 4K`,
and only the zero mode is bounded if `M w² > 4K`. -/
theorem monatomic_chain (hK : 0 < K) (M : ℝ) :
    (0 < M * w ^ 2 → M * w ^ 2 < 4 * K → ∀ u, IsMode K w (fun _ => M) u → IsBounded u) ∧
    (4 * K < M * w ^ 2 → ∀ u, IsMode K w (fun _ => M) u → IsBounded u → u = 0) := by
  have main := band_gap_criterion (w := w) (m := fun _ => M) (p := 1) hK one_pos (fun _ => rfl)
  have tr : (transfer K w (fun _ => M) 0 1).trace = 2 - M * w ^ 2 / K := by
    rw [transfer_one]; simp [siteMatrix, Matrix.trace_fin_two]
  rw [tr] at main
  refine ⟨fun h0 h4 => main.1 ?_, fun h4 => main.2 ?_⟩
  · have a := div_pos h0 hK
    have b := (div_lt_iff₀ hK).mpr h4
    exact abs_lt.mpr ⟨by linarith, by linarith⟩
  · have b := (lt_div_iff₀ hK).mpr h4
    exact lt_abs.mpr (Or.inr (by linarith))
```

## Strict inequalities at the band edge

At $|t|=2$ neither conclusion holds in general. For $w=0$ and $K=1$ the one-site trace is 2, whatever the masses. The uniform shift $u_n=1$ is a bounded non-zero solution, so "only zero is bounded" fails. The uniform strain $u_n=n$ also solves the equation and is unbounded, so "all solutions are bounded" fails too. Nor does $|t|=2$ always mark a band edge: equal masses $M$ treated with $p=2$ have $t=-2$ at $Mw^2=2K$, inside the band.

```lean
/-- At zero frequency and `K = 1` the one-site trace equals 2; a uniform displacement is a bounded
mode, and a displacement growing linearly along the chain is an unbounded one. -/
theorem band_edge (m : ℤ → ℝ) :
    (transfer 1 0 m 0 1).trace = 2 ∧
    (IsMode 1 0 m (fun _ => 1) ∧ IsBounded (fun _ => 1)) ∧
    (IsMode 1 0 m (fun n => (n : ℝ)) ∧ ¬ IsBounded (fun n => (n : ℝ))) := by
  refine ⟨?_, ⟨?_, ⟨1, fun _ => by simp⟩⟩, ?_, ?_⟩
  · rw [transfer_one]; simp [siteMatrix, Matrix.trace_fin_two]
  · intro n; simp
  · intro n; push_cast; ring
  · rintro ⟨C, hC⟩
    obtain ⟨k, hk⟩ := exists_nat_gt C
    have h := (le_abs_self _).trans (hC (k : ℤ))
    push_cast at h
    linarith

end

end PeriodicHarmonicChain
```

```lean
#print axioms PeriodicHarmonicChain.band_gap_criterion
#print axioms PeriodicHarmonicChain.monatomic_chain
#print axioms PeriodicHarmonicChain.band_edge
```

```
'PeriodicHarmonicChain.band_gap_criterion' depends on axioms: [propext, Classical.choice, Quot.sound]
'PeriodicHarmonicChain.monatomic_chain' depends on axioms: [propext, Classical.choice, Quot.sound]
'PeriodicHarmonicChain.band_edge' depends on axioms: [propext, Classical.choice, Quot.sound]
```
